# A C¹ coupling that is curl-free on the whole plane has equal line integrals along the two edge paths between opposite corners of a rectangle

The coupling here is a real vector field on the plane with components `a` and `b`, both continuously differentiable, and its curl vanishes everywhere: ∂a/∂y = ∂b/∂x. The theorem says that its line integral from (x₀, y₀) to (x₁, y₁) is the same whether one goes first along x and then along y, or the other way about. No order is assumed between x₀ and x₁ or between y₀ and y₁. The proof applies the divergence theorem on the rectangle to the field (b, −a), whose divergence is zero by the curl condition, and leaves `linarith` to rearrange the resulting relation among the four edge integrals.

An attempt in Lean 4 with a fault in it:

```lean
import Mathlib

open Matrix Topology

namespace EdgePathsAgree

noncomputable section

/-- For a C¹ curl-free coupling, the line integrals along the two edge paths
joining opposite corners of a rectangle agree. -/
theorem edge_paths_agree {a b : ℝ × ℝ → ℝ} (ha : ContDiff ℝ 1 a) (hb : ContDiff ℝ 1 b)
    (hcurl : ∀ p, fderiv ℝ a p (0, 1) = fderiv ℝ b p (1, 0)) (x₀ x₁ y₀ y₁ : ℝ) :
    (∫ x in x₀..x₁, a (x, y₀)) + ∫ y in y₀..y₁, b (x₁, y) =
      (∫ y in y₀..y₁, b (x₀, y)) + ∫ x in x₀..x₁, a (x, y₁) := by
  have hz : ∀ p, fderiv ℝ b p (1, 0) + (-fderiv ℝ a p) (0, 1) = 0 := by
    intro p
    simp [hcurl p]
  -- the divergence theorem for the field (b, -a)
  have h := MeasureTheory.integral2_divergence_prod_of_hasFDerivAt_off_countable
    b (fun p => -a p) (fderiv ℝ b) (fun p => -fderiv ℝ a p) x₀ x₁ y₀ y₁ ∅
    Set.countable_empty hb.continuous.continuousOn ha.continuous.neg.continuousOn
    (fun p _ => (hb.differentiable (by norm_num) p).hasFDerivAt)
    (fun p _ => (ha.differentiable (by norm_num) p).hasFDerivAt.neg)
    (by simp only [hz]; exact MeasureTheory.integrableOn_zero)
  simp only [hz, intervalIntegral.integral_zero, intervalIntegral.integral_neg] at h
  linarith

end

end EdgePathsAgree
```

The compiler's answer:

```
Main.lean:26:2: error: linarith failed to find a contradiction
case h1
a b : ℝ × ℝ → ℝ
ha : ContDiff ℝ 1 a
hb : ContDiff ℝ 1 b
hcurl : ∀ (p : ℝ × ℝ), (fderiv ℝ a p) (0, 1) = (fderiv ℝ b p) (1, 0)
x₀ x₁ y₀ y₁ : ℝ
hz : ∀ (p : ℝ × ℝ), (fderiv ℝ b p) (1, 0) + (-fderiv ℝ a p) (0, 1) = 0
h :
  0 =
    (((-∫ (x : ℝ) in x₀..y₀, a (x, y₁)) - -∫ (x : ℝ) in x₀..y₀, a (x, x₁)) + ∫ (y : ℝ) in x₁..y₁, b (y₀, y)) -
      ∫ (y : ℝ) in x₁..y₁, b (x₀, y)
a✝ :
  (∫ (x : ℝ) in x₀..x₁, a (x, y₀)) + ∫ (y : ℝ) in y₀..y₁, b (x₁, y) <
    (∫ (y : ℝ) in y₀..y₁, b (x₀, y)) + ∫ (x : ℝ) in x₀..x₁, a (x, y₁)
⊢ False
failed
```

Diagnosis. The error is reported at `linarith`, but the fault lies in the hypothesis `h` it was given. The divergence theorem takes the four bounds corner by corner, both coordinates of the first corner and then both of the opposite one. The attempt passed them axis by axis, as `x₀ x₁ y₀ y₁`, so the corners were read as (x₀, x₁) and (y₀, y₁). All four are real numbers, so Lean had no type error to report.

The printed `h` shows the result: x runs from `x₀` to `y₀`, y runs from `x₁` to `y₁`, and there are terms such as `a (x, x₁)`. This is a true relation, but about a different rectangle. Its integrals are not those in the goal, and `linarith` has no linear relation between the two sets, so it finds no contradiction.

The diff reorders the bounds to `x₀ y₀ x₁ y₁`. Then `h` relates exactly the four edge integrals of the goal, and the equality follows by linear arithmetic.

As a diff, the version that Lean accepts:

```diff
@@ -18,5 +18,5 @@
   -- the divergence theorem for the field (b, -a)
   have h := MeasureTheory.integral2_divergence_prod_of_hasFDerivAt_off_countable
-    b (fun p => -a p) (fderiv ℝ b) (fun p => -fderiv ℝ a p) x₀ x₁ y₀ y₁ ∅
+    b (fun p => -a p) (fderiv ℝ b) (fun p => -fderiv ℝ a p) x₀ y₀ x₁ y₁ ∅
     Set.countable_empty hb.continuous.continuousOn ha.continuous.neg.continuousOn
     (fun p _ => (hb.differentiable (by norm_num) p).hasFDerivAt)
```
